# The Pollock–Ceperley superfluid fraction as the free-energy curvature of finitely many winding sectors

## Winding weights and the boost phase

Consider $N$ bosons of mass $m$ in a periodic cubic box of side $L$ in $d$ dimensions, at inverse temperature $\beta$. A closed path configuration has an integer winding vector $W\in\mathbb Z^d$: component $W_i$ counts the net number of times that the paths wrap around the box along axis $i$. Let $Z_W\ge 0$ be the total weight of sector $W$. Assume that only finitely many weights are nonzero, as in a histogram from a simulation, and that not all are zero.

If the walls move at velocity $v$, the boundary condition in the frame of the walls is twisted, and sector $W$ acquires the phase

$$\phi_W(v)=\frac{mL}{\hbar}\,v\cdot W .$$

This phase is an input here. The free energy is defined by

$$F(v)=-\frac1\beta\log C(v),\qquad C(v)=\sum_W Z_W\cos\phi_W(v),$$

and the mean square winding by

$$\langle W^2\rangle=\frac{\sum_W Z_W\sum_i W_i^2}{\sum_W Z_W}.$$

The superfluid fraction $f$ is defined as the Laplacian $\Delta F(0)$ divided by $dNm$. In an isotropic system this corresponds to $F(v)\approx F(0)+\tfrac12 fNm|v|^2$ at small $v$: the superfluid part of the mass sets the cost of the twist.

For positive $d,N,m,\hbar,\beta$, the gradient of $F$ vanishes at $v=0$, and

$$f=\frac{mL^2\langle W^2\rangle}{d\,\hbar^2\beta N}.$$

## The estimator in a path-integral code

A path-integral Monte Carlo code for bosons can use the right-hand side to obtain a response to moving walls from a simulation at rest. For each closed configuration it adds the unwrapped displacements between successive time slices over all particles and divides by $L$. The result is $W$, which should be an integer vector up to rounding. The code averages $\sum_i W_i^2$ and multiplies by $mL^2/(d\hbar^2\beta N)$. In terms of $\lambda=\hbar^2/2m$, the estimator is

$$f=\frac{L^2\langle W^2\rangle}{2d\lambda\beta N}.$$

If the code stores the winding vector as a length, the factor $L^2$ is already in the average. In a worm algorithm, only configurations without open ends contribute.

A histogram of $W$ from a finite run has finite support, so the identity applies to it exactly, as an algebraic statement about the histogram. Statistical error and poor sampling of the sectors are separate matters. If a run never leaves $W=0$, the estimate is exactly zero, whether the system is normal or the updates fail to change the winding.

## From the twisted sum to the curvature

The twisted partition function is complex:

$$\sum_W Z_We^{i\phi_W(v)}=C(v)+iS(v),\qquad S(v)=\sum_W Z_W\sin\phi_W(v).$$

Suppose that $Z_{-W}=Z_W$. Since $\phi_{-W}=-\phi_W$, relabelling $W\to-W$ gives $S(v)=-S(v)$, hence $S(v)=0$. The twisted partition function is then the cosine sum $C(v)$.

At $v=0$ every phase is zero, so $C(0)=\sum_W Z_W>0$. By continuity $C$ stays positive near $v=0$, and the logarithm can be differentiated there. The first differential is

$$dF=\frac{1}{\beta C(v)}\sum_W Z_W\sin\phi_W(v)\,d\phi_W .$$

Every sine vanishes at $v=0$, so the gradient is zero.

For the second derivative, move along axis $i$ by setting $v=te_i$. Then $\phi_W=a_Wt$ with $a_W=mLW_i/\hbar$, and near $t=0$

$$\frac{d}{dt}F(te_i)=\frac1\beta\,
\frac{\sum_W Z_Wa_W\sin(a_Wt)}{\sum_W Z_W\cos(a_Wt)} .$$

Differentiate the quotient at $t=0$. The numerator vanishes there and has derivative $\sum_W Z_Wa_W^2$; the denominator equals $\sum_W Z_W$ and has derivative zero. Therefore

$$\left.\frac{d^2}{dt^2}F(te_i)\right|_{t=0}
=\frac1\beta\,\frac{\sum_W Z_Wa_W^2}{\sum_W Z_W}
=\frac{m^2L^2}{\hbar^2\beta}\langle W_i^2\rangle .$$

Summing over $i$ gives

$$\Delta F(0)=\frac{m^2L^2}{\hbar^2\beta}\langle W^2\rangle,$$

and division by $dNm$ gives the formula for $f$.

The same argument, stopped before the sum over axes, gives a directional fraction. In a rectangular box with sides $L_i$, the second derivative along axis $i$, divided by $Nm$, is

$$f_i=\frac{mL_i^2\langle W_i^2\rangle}{\hbar^2\beta N}.$$

## The Lean definitions and proofs

```lean
import Mathlib

open Topology

namespace WindingSuperfluid

noncomputable section

variable {d : ℕ}

/-- The phase `m L v·W / ħ` acquired by winding sector `W` at boost velocity `v`. -/
def phase (m L hbar : ℝ) (v : Fin d → ℝ) (W : Fin d → ℤ) : ℝ :=
  m * L * (∑ i, v i * (W i : ℝ)) / hbar

/-- The partition function with each winding sector weighted by its complex boost phase. -/
def twistedPartition (m L hbar : ℝ) (Z : (Fin d → ℤ) →₀ ℝ) (v : Fin d → ℝ) : ℂ :=
  ∑ W ∈ Z.support, (Z W : ℂ) * Complex.exp ((phase m L hbar v W : ℂ) * Complex.I)

/-- The sum of the sector weights times the cosines of their boost phases. -/
def cosPartition (m L hbar : ℝ) (Z : (Fin d → ℤ) →₀ ℝ) (v : Fin d → ℝ) : ℝ :=
  ∑ W ∈ Z.support, Z W * Real.cos (phase m L hbar v W)

/-- The free energy `F(v)` at boost velocity `v` and inverse temperature `β`. -/
def freeEnergy (m L hbar β : ℝ) (Z : (Fin d → ℤ) →₀ ℝ) (v : Fin d → ℝ) : ℝ :=
  -Real.log (cosPartition m L hbar Z v) / β

/-- The mean square winding number `⟨W²⟩`. -/
def meanSqWinding (Z : (Fin d → ℤ) →₀ ℝ) : ℝ :=
  (∑ W ∈ Z.support, Z W * ∑ i, (W i : ℝ) ^ 2) / ∑ W ∈ Z.support, Z W

/-- The Laplacian: the sum of the second derivatives along the coordinate axes. -/
def laplacian (f : (Fin d → ℝ) → ℝ) (v : Fin d → ℝ) : ℝ :=
  ∑ i, deriv (deriv (fun t : ℝ => f (v + Pi.single i t))) 0

/-- The superfluid fraction of `N` particles of mass `m`, defined as the Laplacian of the
free energy at zero velocity divided by `d N m`. -/
def superfluidFraction (m L hbar β : ℝ) (N : ℕ) (Z : (Fin d → ℤ) →₀ ℝ) : ℝ :=
  laplacian (freeEnergy m L hbar β Z) 0 / (d * N * m)

/-- Nonnegative sector weights that are not all zero have a positive sum. -/
theorem total_pos (Z : (Fin d → ℤ) →₀ ℝ) (hpos : ∀ W, 0 ≤ Z W) (hne : Z ≠ 0) :
    0 < ∑ W ∈ Z.support, Z W :=
  Finset.sum_pos
    (fun W hW => lt_of_le_of_ne (hpos W) (Ne.symm (Finsupp.mem_support_iff.mp hW)))
    (Finsupp.support_nonempty_iff.mpr hne)

/-- If opposite windings have equal weight, the complex twisted partition function equals
the real cosine sum. -/
theorem twistedPartition_eq_cos (m L hbar : ℝ) (Z : (Fin d → ℤ) →₀ ℝ)
    (hsym : ∀ W, Z (-W) = Z W) (v : Fin d → ℝ) :
    twistedPartition m L hbar Z v = (cosPartition m L hbar Z v : ℂ) := by
  have hphase : ∀ W, phase m L hbar v (-W) = -phase m L hbar v W := by
    intro W
    simp [phase, Finset.sum_neg_distrib, neg_div]
  -- the sine part changes sign under W → -W
  have hodd : ∑ W ∈ Z.support, Z W * Real.sin (phase m L hbar v W)
      = ∑ W ∈ Z.support, -(Z W * Real.sin (phase m L hbar v W)) := by
    refine Finset.sum_nbij' (fun W => -W) (fun W => -W) ?_ ?_ ?_ ?_ ?_
    · intro W hW
      simpa [hsym W] using hW
    · intro W hW
      simpa [hsym W] using hW
    · intro W _
      exact neg_neg W
    · intro W _
      exact neg_neg W
    · intro W _
      simp only [hsym, hphase, Real.sin_neg]
      ring
  rw [Finset.sum_neg_distrib] at hodd
  have hzero : ∑ W ∈ Z.support, Z W * Real.sin (phase m L hbar v W) = 0 := by linarith
  have hsplit : twistedPartition m L hbar Z v = (cosPartition m L hbar Z v : ℂ)
      + ((∑ W ∈ Z.support, Z W * Real.sin (phase m L hbar v W) : ℝ) : ℂ) * Complex.I := by
    rw [twistedPartition, cosPartition]
    push_cast
    rw [Finset.sum_mul, ← Finset.sum_add_distrib]
    refine Finset.sum_congr rfl fun W _ => ?_
    rw [Complex.exp_mul_I]
    ring
  rw [hsplit, hzero]
  simp

/-- The second derivative at zero of `-log (∑ w cos (a t)) / β` is the weighted mean of `a²`
divided by `β`. -/
theorem curvature_neg_log_cos {ι : Type*} (s : Finset ι) (w a : ι → ℝ) (β : ℝ)
    (hw : 0 < ∑ j ∈ s, w j) :
    HasDerivAt (deriv (fun t : ℝ => -Real.log (∑ j ∈ s, w j * Real.cos (a j * t)) / β))
      ((∑ j ∈ s, w j * a j ^ 2) / (∑ j ∈ s, w j) / β) 0 := by
  have hq : ∀ t : ℝ, HasDerivAt (fun t : ℝ => ∑ j ∈ s, w j * Real.cos (a j * t))
      (-∑ j ∈ s, w j * a j * Real.sin (a j * t)) t := by
    intro t
    rw [← Finset.sum_neg_distrib]
    refine HasDerivAt.fun_sum fun j _ => ?_
    have h := (((hasDerivAt_id' t).const_mul (a j)).cos).const_mul (w j)
    exact h.congr_deriv (by ring)
  have hs : HasDerivAt (fun t : ℝ => ∑ j ∈ s, w j * a j * Real.sin (a j * t))
      (∑ j ∈ s, w j * a j ^ 2) 0 := by
    refine HasDerivAt.fun_sum fun j _ => ?_
    have h := (((hasDerivAt_id' (0 : ℝ)).const_mul (a j)).sin).const_mul (w j * a j)
    exact h.congr_deriv (by rw [mul_zero, Real.cos_zero]; ring)
  have h0 : 0 < ∑ j ∈ s, w j * Real.cos (a j * 0) := by simpa using hw
  -- the cosine sum stays positive near zero, so the logarithm can be differentiated there
  have hev : ∀ᶠ t in 𝓝 (0 : ℝ), 0 < ∑ j ∈ s, w j * Real.cos (a j * t) :=
    (hq 0).continuousAt.eventually (lt_mem_nhds h0)
  have hd : deriv (fun t : ℝ => -Real.log (∑ j ∈ s, w j * Real.cos (a j * t)) / β)
      =ᶠ[𝓝 0] fun t => (∑ j ∈ s, w j * a j * Real.sin (a j * t))
        / (∑ j ∈ s, w j * Real.cos (a j * t)) / β := by
    filter_upwards [hev] with t ht
    have h := ((hq t).log ht.ne').fun_neg.div_const β
    exact (h.congr_deriv (by ring)).deriv
  have h := (hs.fun_div (hq 0) h0.ne').div_const β
  refine (h.congr_deriv ?_).congr_of_eventuallyEq hd
  simp only [mul_zero, Real.sin_zero, Real.cos_zero, mul_one, Finset.sum_const_zero,
    neg_zero, sub_zero]
  rw [pow_two (∑ j ∈ s, w j), mul_div_mul_right _ _ hw.ne']

/-- The Laplacian of the free energy at zero velocity is `(m L / ħ)² ⟨W²⟩ / β`. -/
theorem laplacian_freeEnergy (m L hbar β : ℝ) (Z : (Fin d → ℤ) →₀ ℝ)
    (hpos : ∀ W, 0 ≤ Z W) (hne : Z ≠ 0) :
    laplacian (freeEnergy m L hbar β Z) 0 = (m * L / hbar) ^ 2 * meanSqWinding Z / β := by
  have hi : ∀ i : Fin d,
      deriv (deriv (fun t : ℝ => freeEnergy m L hbar β Z (0 + Pi.single i t))) 0
      = (∑ W ∈ Z.support, Z W * (m * L * (W i : ℝ) / hbar) ^ 2)
        / (∑ W ∈ Z.support, Z W) / β := by
    intro i
    -- along axis i only the winding component W i enters the phase
    have hline : (fun t : ℝ => freeEnergy m L hbar β Z (0 + Pi.single i t)) = fun t : ℝ =>
        -Real.log (∑ W ∈ Z.support, Z W * Real.cos (m * L * (W i : ℝ) / hbar * t)) / β := by
      funext t
      have hp : ∀ W : Fin d → ℤ,
          phase m L hbar (0 + Pi.single i t) W = m * L * (W i : ℝ) / hbar * t := by
        intro W
        have hs : ∑ j, (0 + Pi.single i t : Fin d → ℝ) j * (W j : ℝ) = t * W i := by
          simp [Pi.single_apply, ite_mul]
        rw [phase, hs]
        ring
      simp only [freeEnergy, cosPartition, hp]
    rw [hline]
    exact (curvature_neg_log_cos Z.support (fun W => Z W)
      (fun W => m * L * (W i : ℝ) / hbar) β (total_pos Z hpos hne)).deriv
  have key : ∑ i, ∑ W ∈ Z.support, Z W * (m * L * (W i : ℝ) / hbar) ^ 2
      = (m * L / hbar) ^ 2 * ∑ W ∈ Z.support, Z W * ∑ i, (W i : ℝ) ^ 2 := by
    rw [Finset.sum_comm, Finset.mul_sum]
    refine Finset.sum_congr rfl fun W _ => ?_
    rw [Finset.mul_sum, Finset.mul_sum]
    exact Finset.sum_congr rfl fun i _ => by ring
  rw [laplacian, Finset.sum_congr rfl (fun i _ => hi i), ← Finset.sum_div,
    ← Finset.sum_div, key, meanSqWinding]
  ring

/-- The gradient of the free energy vanishes at zero velocity. -/
theorem gradient_freeEnergy (m L hbar β : ℝ) (Z : (Fin d → ℤ) →₀ ℝ)
    (hpos : ∀ W, 0 ≤ Z W) (hne : Z ≠ 0) :
    HasFDerivAt (freeEnergy m L hbar β Z) (0 : (Fin d → ℝ) →L[ℝ] ℝ) 0 := by
  have hQ : HasFDerivAt (cosPartition m L hbar Z)
      (∑ W ∈ Z.support, (0 : (Fin d → ℝ) →L[ℝ] ℝ)) 0 := by
    unfold cosPartition
    refine HasFDerivAt.fun_sum fun W _ => ?_
    have hg : DifferentiableAt ℝ (fun v : Fin d → ℝ => phase m L hbar v W) 0 := by
      unfold phase
      fun_prop
    have h := (hg.hasFDerivAt.cos).const_mul (Z W)
    -- the sine of the phase is zero at v = 0
    have hz : phase m L hbar (0 : Fin d → ℝ) W = 0 := by simp [phase]
    exact h.congr_fderiv (by simp [hz])
  have h0 : cosPartition m L hbar Z 0 ≠ 0 := by
    have h := (total_pos Z hpos hne).ne'
    simpa [cosPartition, phase] using h
  have hF : freeEnergy m L hbar β Z
      = fun v => (-1 / β) * Real.log (cosPartition m L hbar Z v) := by
    funext v
    rw [freeEnergy]
    ring
  rw [hF]
  exact ((hQ.log h0).const_mul (-1 / β)).congr_fderiv (by simp)

/-- **Pollock–Ceperley formula.** The free energy is stationary at zero velocity, and the
superfluid fraction `f` satisfies `f · d ħ² β N = m L² ⟨W²⟩`. -/
theorem pollock_ceperley (m L hbar β : ℝ) (N : ℕ) (Z : (Fin d → ℤ) →₀ ℝ)
    (hpos : ∀ W, 0 ≤ Z W) (hne : Z ≠ 0) (hd : 0 < d) (hN : 0 < N)
    (hm : 0 < m) (hh : 0 < hbar) (hβ : 0 < β) :
    HasFDerivAt (freeEnergy m L hbar β Z) (0 : (Fin d → ℝ) →L[ℝ] ℝ) 0 ∧
    superfluidFraction m L hbar β N Z * (d * hbar ^ 2 * β * N)
      = m * L ^ 2 * meanSqWinding Z := by
  refine ⟨gradient_freeEnergy m L hbar β Z hpos hne, ?_⟩
  have hd' : (d : ℝ) ≠ 0 := by exact_mod_cast hd.ne'
  have hN' : (N : ℝ) ≠ 0 := by exact_mod_cast hN.ne'
  rw [superfluidFraction, laplacian_freeEnergy m L hbar β Z hpos hne]
  field_simp

/-- Wherever the cosine sum is positive, the free energy is at least its value at zero
velocity. -/
theorem freeEnergy_zero_le (m L hbar β : ℝ) (Z : (Fin d → ℤ) →₀ ℝ)
    (hpos : ∀ W, 0 ≤ Z W) (hβ : 0 < β) (v : Fin d → ℝ)
    (hv : 0 < cosPartition m L hbar Z v) :
    freeEnergy m L hbar β Z 0 ≤ freeEnergy m L hbar β Z v := by
  have hle : cosPartition m L hbar Z v ≤ cosPartition m L hbar Z 0 := by
    refine Finset.sum_le_sum fun W _ => ?_
    have hz : phase m L hbar (0 : Fin d → ℝ) W = 0 := by simp [phase]
    rw [hz, Real.cos_zero]
    exact mul_le_mul_of_nonneg_left (Real.cos_le_one _) (hpos W)
  have h := Real.log_le_log hv hle
  apply (div_le_div_iff_of_pos_right hβ).2
  linarith

/-- The mean square winding vanishes exactly when every sector of nonzero winding has zero
weight. -/
theorem meanSqWinding_eq_zero_iff (Z : (Fin d → ℤ) →₀ ℝ)
    (hpos : ∀ W, 0 ≤ Z W) (hne : Z ≠ 0) :
    meanSqWinding Z = 0 ↔ ∀ W, W ≠ 0 → Z W = 0 := by
  rw [meanSqWinding, div_eq_zero_iff, or_iff_left (total_pos Z hpos hne).ne',
    Finset.sum_eq_zero_iff_of_nonneg
      (fun W _ => mul_nonneg (hpos W) (Finset.sum_nonneg fun i _ => sq_nonneg _))]
  constructor
  · intro h W hW
    by_contra hz
    have h1 := (mul_eq_zero.1 (h W (Finsupp.mem_support_iff.2 hz))).resolve_left hz
    rw [Finset.sum_eq_zero_iff_of_nonneg (fun i _ => sq_nonneg _)] at h1
    apply hW
    funext i
    have h2 := h1 i (Finset.mem_univ i)
    simpa using h2
  · intro h W hW
    have hW0 : W = 0 := by
      by_contra hn
      exact (Finsupp.mem_support_iff.1 hW) (h W hn)
    simp [hW0]

end

end WindingSuperfluid
```

```lean
#print axioms WindingSuperfluid.twistedPartition_eq_cos
#print axioms WindingSuperfluid.pollock_ceperley
#print axioms WindingSuperfluid.freeEnergy_zero_le
#print axioms WindingSuperfluid.meanSqWinding_eq_zero_iff
```

```
'WindingSuperfluid.twistedPartition_eq_cos' depends on axioms: [propext, Classical.choice, Quot.sound]
'WindingSuperfluid.pollock_ceperley' depends on axioms: [propext, Classical.choice, Quot.sound]
'WindingSuperfluid.freeEnergy_zero_le' depends on axioms: [propext, Classical.choice, Quot.sound]
'WindingSuperfluid.meanSqWinding_eq_zero_iff' depends on axioms: [propext, Classical.choice, Quot.sound]
```

## Reading the theorems and their proofs

The type `(Fin d → ℤ) →₀ ℝ` holds the weights: real numbers indexed by integer vectors, with finite support. A velocity is a function `Fin d → ℝ`. The definitions `phase`, `cosPartition`, `freeEnergy` and `meanSqWinding` are $\phi_W$, $C$, $F$ and $\langle W^2\rangle$. The function `laplacian` adds the second derivatives along the coordinate axes, and `superfluidFraction` divides the result at zero velocity by $dNm$.

The theorem `pollock_ceperley` has two conclusions. The first says that the full derivative of $F$ at zero is the zero linear map, which for $d\ge2$ is in general a stronger statement than vanishing partial derivatives. The second is the formula for $f$ multiplied out:

$$f\,d\hbar^2\beta N=mL^2\langle W^2\rangle .$$

The positivity of $d$, $N$, $m$, $\hbar$ and $\beta$ guarantees that the denominators in the definition of $f$ and in the curvature are nonzero; `field_simp` clears them at the end.

The supporting results follow the derivation:

- `total_pos` proves $\sum_W Z_W>0$.
- `twistedPartition_eq_cos` reindexes the sine sum by $W\to-W$ with `Finset.sum_nbij'`, and `linarith` concludes that a number equal to its own negative is zero.
- `curvature_neg_log_cos` is the one-variable calculation, with general weights `w j` and frequencies `a j`. The statement `hev` records positivity near zero, and `hd` gives the first derivative in that neighbourhood. The quotient rule then gives the second derivative.
- `laplacian_freeEnergy` restricts $F$ to each axis, applies that lemma, and exchanges the sums over axes and sectors.
- `gradient_freeEnergy` differentiates the cosine sum in all directions at once and uses $\sin 0=0$.

Two further theorems describe the minimum of the free energy and the vanishing of the estimator. `freeEnergy_zero_le` proves $F(0)\le F(v)$ wherever $C(v)>0$, because $\cos\phi_W\le1$ gives $C(v)\le C(0)$. `meanSqWinding_eq_zero_iff` says that $\langle W^2\rangle=0$ exactly when all weight lies in $W=0$: a sum of nonnegative terms vanishes only if each term does. For $L\neq0$, this is also the condition for $f=0$.

## Where the weights and the symmetry matter

The inversion symmetry $Z_{-W}=Z_W$ enters only `twistedPartition_eq_cos`. The main theorem holds without it, since $F$ is defined from the cosine sum. For asymmetric weights, that sum is only the real part of the twisted partition function. A raw histogram is rarely exactly symmetric, but averaging it with its mirror image restores the symmetry without changing $\langle W^2\rangle$.

The original Pollock–Ceperley argument starts from the many-boson density matrix and obtains the winding phases from moving walls. The Lean theorem starts later, with the weights and phases given and $f$ defined as a curvature. It therefore contains no Hamiltonian, no permutation sum and no time-step error. Nor does it imply $f\le1$: arbitrary nonnegative weights can make $\langle W^2\rangle$ as large as one likes.

The particle number is fixed, so a grand-canonical simulation needs its own treatment of fluctuating $N$. An exact winding distribution may also have infinitely many sectors, in which case convergence of the sums and their derivatives has to be established separately.

The curvature formula concerns $v=0$ alone. At larger $v$, the cosine sum of arbitrary weights may reach zero. In one dimension, $Z_0=2$ and $Z_{\pm1}=1$ give $C=2+2\cos(mLv/\hbar)$, which vanishes at $mLv/\hbar=\pi$, although the curvature at $v=0$ is regular with $\langle W^2\rangle=1/2$. These weights are an algebraic example, not the exact winding weights of a boson system in equilibrium: there the twisted partition function is the trace of the positive operator $e^{-\beta H_v}$, with $H_v$ the Hamiltonian in the frame of the walls, and so it is positive at every $v$. Since the Lean theorems allow arbitrary nonnegative weights, `freeEnergy_zero_le` assumes $C(v)>0$, so that the logarithm has a positive argument.
